# Positive nonlocal potentials acting orthogonally to a ground state leave it and its energy unchanged

**Q:** One electron hops between two sites with
$$H=\begin{pmatrix}0&-1\\-1&0\end{pmatrix},\qquad \psi=\tfrac1{\sqrt2}(1,1),\qquad E=-1.$$
Suppose I know $\psi$ and $E$ exactly. Is the potential then fixed, if it may be nonlocal?

**A:** No. Let $P=\psi\psi^*$ and take $Q=\mathrm{diag}(4,0)$. Then
$$1-P=\tfrac12\begin{pmatrix}1&-1\\-1&1\end{pmatrix},\qquad W=(1-P)Q(1-P)=\begin{pmatrix}1&-1\\-1&1\end{pmatrix}.$$
The new Hamiltonian $H+W=\begin{pmatrix}1&-2\\-2&1\end{pmatrix}$ still sends $(1,1)$ to $-(1,1)$. Only the excited level, that of $(1,-1)$, has moved, from $1$ to $3$.

**Q:** Hohenberg and Kohn fix the potential up to a constant.

**A:** Their argument concerns local potentials, which are diagonal in the site basis. $W$ has off-diagonal elements. Both Hamiltonians share $\psi$, and hence its density, so neither $\psi$ nor the density determines a nonlocal potential in this finite one-electron model.

**Q:** What does the formal model take as a state and a potential?

**A:** A state is a complex vector on a finite index type `n`, the sites or orbitals. With the kinetic part held fixed, any Hermitian change of $H$ is a change of the nonlocal potential.

In Lean 4 with Mathlib:

```lean
import Mathlib

open Matrix
open scoped ComplexOrder

namespace NonlocalPotential

variable {n : Type*} [Fintype n] [DecidableEq n]
```

**Q:** And "ground state"? An eigenvector alone would not satisfy me.

**A:** `IsGroundState H ψ E` requires a Hermitian $H$, a normalised $\psi$, $H\psi=E\psi$, and $\langle x,Hx\rangle\ge E\langle x,x\rangle$ for every $x$, normalised or not. Degeneracy is allowed. The inner product $\langle x,y\rangle$ is written `star x ⬝ᵥ y`, and `*ᵥ` applies a matrix to a vector.

```lean
/-- The vector `ψ` is a ground state of the Hermitian matrix `H` with energy `E`: it is normalised,
it solves the eigenvalue equation, and `⟨x, H x⟩ ≥ E ⟨x, x⟩` for every vector `x`. -/
structure IsGroundState (H : Matrix n n ℂ) (ψ : n → ℂ) (E : ℝ) : Prop where
  hermitian : H.IsHermitian
  unit : star ψ ⬝ᵥ ψ = 1
  eigen : H *ᵥ ψ = (E : ℂ) • ψ
  bound : ∀ x : n → ℂ, E * (star x ⬝ᵥ x).re ≤ (star x ⬝ᵥ H *ᵥ x).re
```

**Q:** Does this reach interacting electrons?

**A:** If `n` labels many-electron configurations, the theorems still hold, but $W$ is then generally a many-body operator. Realising it as a one-body nonlocal potential is the step that the hypotheses don't supply.

**Q:** Then show me the projector.

**A:** It is `offProjector ψ`, our $1-P$.

```lean
/-- The matrix `1 - ψ ψ*`; for normalised `ψ` it projects onto the states orthogonal to `ψ`. -/
def offProjector (ψ : n → ℂ) : Matrix n n ℂ := 1 - vecMulVec ψ (star ψ)
```

It acts by $(1-P)x=x-\langle\psi,x\rangle\psi$, which is checked component by component. For normalised $\psi$, this removes the component of $x$ along $\psi$; without normalisation the formula still holds, but that reading of it doesn't.

```lean
/-- The matrix `1 - ψ ψ*` removes from a vector its component along `ψ`. -/
theorem offProjector_mulVec (ψ x : n → ℂ) :
    offProjector ψ *ᵥ x = x - (star ψ ⬝ᵥ x) • ψ := by
  rw [offProjector, Matrix.sub_mulVec, Matrix.one_mulVec]
  congr 1
  ext i
  simp only [Matrix.mulVec, dotProduct, Matrix.vecMulVec_apply, Pi.smul_apply, smul_eq_mul,
    Finset.sum_mul]
  exact Finset.sum_congr rfl fun j _ => by ring
```

Setting $x=\psi$ and using $\langle\psi,\psi\rangle=1$ gives $(1-P)\psi=0$.

```lean
/-- For normalised `ψ`, the matrix `1 - ψ ψ*` annihilates `ψ`. -/
theorem offProjector_self {ψ : n → ℂ} (hψ : star ψ ⬝ᵥ ψ = 1) : offProjector ψ *ᵥ ψ = 0 := by
  rw [offProjector_mulVec, hψ, one_smul, sub_self]
```

Since $(\psi\psi^*)^*=\psi\psi^*$, it is also Hermitian.

```lean
omit [Fintype n] in
/-- The matrix `1 - ψ ψ*` is Hermitian. -/
theorem offProjector_hermitian (ψ : n → ℂ) : (offProjector ψ).IsHermitian := by
  have hP : (vecMulVec ψ (star ψ))ᴴ = vecMulVec ψ (star ψ) := by
    ext i j
    simp [Matrix.vecMulVec_apply, mul_comm]
  rw [Matrix.IsHermitian, offProjector, Matrix.conjTranspose_sub, Matrix.conjTranspose_one, hP]
```

Finally, if $A\psi=0$, then $AP=(A\psi)\psi^*=0$, so $A(1-P)=A$. With $A=1-P$ this says that $(1-P)^2=1-P$.

```lean
/-- An operator that annihilates `ψ` is unchanged when `1 - ψ ψ*` acts before it. -/
theorem mul_offProjector {A : Matrix n n ℂ} {ψ : n → ℂ} (hA : A *ᵥ ψ = 0) :
    A * offProjector ψ = A := by
  have hAP : A * vecMulVec ψ (star ψ) = 0 := by
    ext i j
    have hi := congrFun hA i
    simp only [Matrix.mulVec, dotProduct, Pi.zero_apply] at hi
    simp only [Matrix.mul_apply, Matrix.vecMulVec_apply, ← mul_assoc, ← Finset.sum_mul, hi,
      zero_mul, Matrix.zero_apply]
  rw [offProjector, mul_sub, mul_one, hAP, sub_zero]
```

**Q:** Why can no other state drop below $\psi$ once $W$ is added?

**A:** Let $Q$ now be any positive semidefinite matrix, with $W=(1-P)Q(1-P)$ as before, and put $y=(1-P)x$. Then $\langle x,Wx\rangle=\langle y,Qy\rangle\ge0$, so
$$\langle x,(H+W)x\rangle\ge\langle x,Hx\rangle\ge E\langle x,x\rangle.$$
Also $W\psi=0$, so $(H+W)\psi=E\psi$. In the proof, `hW` is the positivity of $W$, and the two bulleted blocks are the eigenvalue equation and the energy bound.

```lean
/-- **A positive potential acting orthogonally to a ground state preserves it.** If `ψ` is a ground
state of `H` and `Q` is positive semidefinite, then `ψ` is a ground state of
`H + (1 - ψ ψ*) Q (1 - ψ ψ*)` with the same energy. -/
theorem ground_state_add_nonlocal {H Q : Matrix n n ℂ} {ψ : n → ℂ} {E : ℝ}
    (hg : IsGroundState H ψ E) (hQ : Q.PosSemidef) :
    IsGroundState (H + offProjector ψ * Q * offProjector ψ) ψ E := by
  -- the added potential is itself positive semidefinite
  have hW : (offProjector ψ * Q * offProjector ψ).PosSemidef := by
    have h1 := hQ.conjTranspose_mul_mul_same (offProjector ψ)
    rwa [(offProjector_hermitian ψ).eq] at h1
  refine ⟨hg.hermitian.add hW.isHermitian, hg.unit, ?_, fun x => ?_⟩
  · -- it does not act on the ground state
    rw [Matrix.add_mulVec, hg.eigen, ← Matrix.mulVec_mulVec, offProjector_self hg.unit,
      Matrix.mulVec_zero, add_zero]
  · -- and it does not lower the energy of any state
    have h1 := hg.bound x
    have h2 := (Complex.le_def.mp (hW.dotProduct_mulVec_nonneg x)).1
    rw [Complex.zero_re] at h2
    rw [Matrix.add_mulVec, dotProduct_add, Complex.add_re]
    linarith
```

**Q:** Could other changes of the potential also preserve $\psi$ and $E$?

**A:** Yes. In the two-site example, adding $-(1-P)$ lowers the excited level from $1$ to $0$, which is still above $-1$. In general, every Hamiltonian with this ground state and energy has the form $E+(1-P)Q(1-P)$ with $Q$ positive semidefinite. Given such an $H$, set $A=H-E$. The energy bound makes $A$ positive semidefinite, and $A\psi=0$. Hence $A(1-P)=A$; taking adjoints, $(1-P)A=A$. So $A=(1-P)A(1-P)$, and $Q=A$ works. The reverse direction applies the previous theorem to the constant Hamiltonian $E$.

```lean
/-- For normalised `ψ`, the Hamiltonians with ground state `ψ` and energy `E` are exactly the
matrices `E + (1 - ψ ψ*) Q (1 - ψ ψ*)` with `Q` positive semidefinite. -/
theorem ground_state_iff {H : Matrix n n ℂ} {ψ : n → ℂ} {E : ℝ} (hψ : star ψ ⬝ᵥ ψ = 1) :
    IsGroundState H ψ E ↔ ∃ Q : Matrix n n ℂ, Q.PosSemidef ∧
      H = (E : ℂ) • (1 : Matrix n n ℂ) + offProjector ψ * Q * offProjector ψ := by
  have hE : ((E : ℂ) • (1 : Matrix n n ℂ)).IsHermitian := by
    simp [Matrix.IsHermitian, Matrix.conjTranspose_smul]
  have hEx : ∀ x : n → ℂ, ((E : ℂ) • (1 : Matrix n n ℂ)) *ᵥ x = (E : ℂ) • x := fun x => by
    rw [Matrix.smul_mulVec, Matrix.one_mulVec]
  constructor
  · intro hg
    -- the excitation operator `A = H - E` is positive and annihilates `ψ`
    obtain ⟨A, hA⟩ : ∃ A, A = H - (E : ℂ) • (1 : Matrix n n ℂ) := ⟨_, rfl⟩
    have hAh : A.IsHermitian := hA ▸ hg.hermitian.sub hE
    have hA0 : A *ᵥ ψ = 0 := by rw [hA, Matrix.sub_mulVec, hEx, hg.eigen, sub_self]
    have hpos : A.PosSemidef := by
      refine Matrix.PosSemidef.of_dotProduct_mulVec_nonneg hAh fun x => ?_
      have hreal : star (star x ⬝ᵥ A *ᵥ x) = star x ⬝ᵥ A *ᵥ x := by
        rw [← Matrix.star_dotProduct, Matrix.star_mulVec, hAh.eq, ← Matrix.dotProduct_mulVec]
      refine Complex.le_def.mpr ⟨?_, (Complex.conj_eq_iff_im.mp hreal).symm⟩
      have h1 := hg.bound x
      rw [hA, Matrix.sub_mulVec, hEx, dotProduct_sub, dotProduct_smul, smul_eq_mul,
        Complex.sub_re, Complex.re_ofReal_mul, Complex.zero_re]
      linarith
    have hAC := mul_offProjector hA0
    have hCA : offProjector ψ * A = A := by
      have h1 := congrArg Matrix.conjTranspose hAC
      rwa [Matrix.conjTranspose_mul, (offProjector_hermitian ψ).eq, hAh.eq] at h1
    refine ⟨A, hpos, ?_⟩
    rw [hCA, hAC, hA]
    abel
  · rintro ⟨Q, hQ, rfl⟩
    refine ground_state_add_nonlocal ⟨hE, hψ, hEx ψ, fun x => ?_⟩ hQ
    rw [hEx, dotProduct_smul, smul_eq_mul, Complex.re_ofReal_mul]
```

**Q:** If $H$ is degenerate, "the" ground state means little.

**A:** Choose $Q=t\,1$ with $t>0$, which adds $t(1-P)$. If $\varphi$ solves the new eigenvalue equation at energy $E$, its inner product with $\varphi$ gives
$$\langle\varphi,H\varphi\rangle+t\,\|(1-P)\varphi\|^2=E\|\varphi\|^2.$$
The bound on $H$ forces $t\|(1-P)\varphi\|^2\le0$, so $\varphi=\langle\psi,\varphi\rangle\psi$. The lines `hsq`, `hle` and `hz` follow this argument. Level shifting in self-consistent-field calculations raises the virtual orbitals in the same way; here $H$ is fixed and a single orbital is occupied.

```lean
/-- If `ψ` is a ground state of `H` and `t > 0`, then `ψ` is a ground state of
`H + t (1 - ψ ψ*)` with the same energy, and every solution of the eigenvalue equation at that
energy is a multiple of `ψ`. -/
theorem level_shift {H : Matrix n n ℂ} {ψ : n → ℂ} {E t : ℝ}
    (hg : IsGroundState H ψ E) (ht : 0 < t) :
    IsGroundState (H + (t : ℂ) • offProjector ψ) ψ E ∧
      ∀ φ : n → ℂ, (H + (t : ℂ) • offProjector ψ) *ᵥ φ = (E : ℂ) • φ →
        φ = (star ψ ⬝ᵥ φ) • ψ := by
  have idem := mul_offProjector (offProjector_self hg.unit)
  constructor
  · have ht' : (0 : ℂ) ≤ (t : ℂ) := by exact_mod_cast ht.le
    have h1 := ground_state_add_nonlocal hg
      ((Matrix.PosSemidef.one (n := n) (R := ℂ)).smul ht')
    rwa [mul_smul_comm, mul_one, smul_mul_assoc, idem] at h1
  · intro φ hφ
    -- the shift costs `t` times the squared norm of the part of `φ` orthogonal to `ψ`
    have hsq : star (offProjector ψ *ᵥ φ) ⬝ᵥ (offProjector ψ *ᵥ φ)
        = star φ ⬝ᵥ offProjector ψ *ᵥ φ := by
      rw [Matrix.star_mulVec, (offProjector_hermitian ψ).eq, ← Matrix.dotProduct_mulVec,
        Matrix.mulVec_mulVec, idem]
    have h0 := Complex.le_def.mp (dotProduct_star_self_nonneg (offProjector ψ *ᵥ φ))
    have h1 := hg.bound φ
    have h2 := congrArg (fun v => (star φ ⬝ᵥ v).re) hφ
    simp only [Matrix.add_mulVec, Matrix.smul_mulVec, dotProduct_add, dotProduct_smul,
      smul_eq_mul, Complex.add_re, Complex.re_ofReal_mul] at h2
    rw [← hsq] at h2
    have hle : (star (offProjector ψ *ᵥ φ) ⬝ᵥ (offProjector ψ *ᵥ φ)).re ≤ 0 := by
      by_contra hc
      have h3 := mul_pos ht (not_le.mp hc)
      linarith
    have hz : offProjector ψ *ᵥ φ = 0 :=
      dotProduct_star_self_eq_zero.mp (Complex.ext (le_antisymm hle h0.1) h0.2.symm)
    rw [offProjector_mulVec] at hz
    exact sub_eq_zero.mp hz
```

**Q:** Perhaps different $t$ merely shift the zero of energy.

**A:** Not on two or more sites, which is what `Nontrivial n` says. Suppose $s(1-P)=t(1-P)+c$ with $s\ne t$. Acting on $\psi$ gives $c=0$, so $P=1$. The diagonal entries then require $|\psi_k|^2=1$ for every $k$, while the off-diagonal ones require $\psi_i\overline{\psi_j}=0$ for $i\ne j$, a contradiction. On one site $1-P=0$, and there is nothing to vary.

```lean
/-- On at least two sites and for normalised `ψ`, the Hamiltonians `H + s (1 - ψ ψ*)` and
`H + t (1 - ψ ψ*)` with `s ≠ t` do not differ by a constant. -/
theorem level_shift_not_gauge [Nontrivial n] (H : Matrix n n ℂ) {ψ : n → ℂ}
    (hψ : star ψ ⬝ᵥ ψ = 1) {s t : ℝ} (hst : s ≠ t) (c : ℂ) :
    H + (s : ℂ) • offProjector ψ ≠
      H + (t : ℂ) • offProjector ψ + c • (1 : Matrix n n ℂ) := by
  intro heq
  -- acting on `ψ` shows that the constant vanishes
  have h1 := congrArg (fun M => M *ᵥ ψ) heq
  simp only [Matrix.add_mulVec, Matrix.smul_mulVec, offProjector_self hψ, smul_zero, add_zero,
    Matrix.one_mulVec] at h1
  have h2 : c • ψ = 0 := by simpa using h1
  have hc : c = 0 := by
    have h3 := congrArg (fun v => star ψ ⬝ᵥ v) h2
    simpa only [dotProduct_smul, hψ, smul_eq_mul, mul_one, dotProduct_zero] using h3
  rw [hc, zero_smul, add_zero] at heq
  have h4 : ((s : ℂ) - (t : ℂ)) • offProjector ψ = 0 := by
    rw [sub_smul, sub_eq_zero]
    exact add_left_cancel heq
  have hC : offProjector ψ = 0 :=
    (smul_eq_zero.mp h4).resolve_left (sub_ne_zero.mpr (by exact_mod_cast hst))
  -- but `ψ ψ*` is not the identity on two or more sites
  have hne : ∀ k, ψ k ≠ 0 := by
    intro k hk
    have h5 := congrFun (congrFun hC k) k
    simp [offProjector, Matrix.vecMulVec_apply, hk] at h5
  obtain ⟨i, j, hij⟩ := exists_pair_ne n
  have h6 := congrFun (congrFun hC i) j
  simp [offProjector, Matrix.vecMulVec_apply, hij, hne i, hne j] at h6

end NonlocalPotential
```

```lean
#print axioms NonlocalPotential.ground_state_add_nonlocal
-- 'NonlocalPotential.ground_state_add_nonlocal' depends on axioms: [propext, Classical.choice, Quot.sound]
#print axioms NonlocalPotential.ground_state_iff
-- 'NonlocalPotential.ground_state_iff' depends on axioms: [propext, Classical.choice, Quot.sound]
#print axioms NonlocalPotential.level_shift
-- 'NonlocalPotential.level_shift' depends on axioms: [propext, Classical.choice, Quot.sound]
#print axioms NonlocalPotential.level_shift_not_gauge
-- 'NonlocalPotential.level_shift_not_gauge' depends on axioms: [propext, Classical.choice, Quot.sound]
```
